# With a sharp Coulomb cutoff, the work to cleave an infinite alternating ion chain is 0 or 1 nearest-neighbour energy units, by the cutoff's parity

An infinite chain of fixed point ions with alternating unit charges at the integer sites is cut in two, and the cleavage work is the cost of removing the Coulomb interactions across the cut. Only pairs at distance at most `R` are counted, `R` being a natural number, and energies are in units of the nearest-neighbour energy scale. `cutoffWork_eq` states that this work equals `(1 - (-1)^R) / 2`, which is 0 for even `R` and 1 for odd `R`. The proof is by induction on `R`: raising the cutoff from `R` to `R + 1` adds the shell of pairs at distance `R + 1`, which by `shell_cost` contributes `(-1)^R`.

This version doesn't compile in Lean 4 with Mathlib:

```lean
import Mathlib

open Filter Topology

namespace CutoffWorkEq

noncomputable section

/-- The charge of the ion at integer site `n` of the alternating chain. -/
def charge (n : ℤ) : ℝ := (-1) ^ n

/-- The Coulomb energy of the ions at two distinct sites `m ≠ n`, in units of the
nearest-neighbour energy scale. -/
def pairEnergy (m n : ℤ) : ℝ := charge m * charge n / |((m - n : ℤ) : ℝ)|

/-- The work needed to remove the interaction between ion `i` of the left half (site `-(i+1)`)
and ion `j` of the right half (site `j`). -/
def pairCost (i j : ℕ) : ℝ := -pairEnergy (-((i : ℤ) + 1)) (j : ℤ)

/-- The pairs of ions across the cut of an infinite chain whose distance is at most `R`. -/
def pairsWithin (R : ℕ) : Finset (ℕ × ℕ) :=
  (Finset.range R ×ˢ Finset.range R).filter (fun p => p.1 + p.2 + 1 ≤ R)

/-- The cleavage work of the infinite chain with a sharp cutoff of the interaction at
distance `R`. -/
def cutoffWork (R : ℕ) : ℝ := ∑ p ∈ pairsWithin R, pairCost p.1 p.2

/-- Separating ion `i` of the left half from ion `j` of the right half costs
`(-1)^(i+j) / (i+j+1)`. -/
theorem pairCost_eq (i j : ℕ) :
    pairCost i j = (-1) ^ (i + j) / ((i : ℝ) + j + 1) := by
  have hl : charge (-((i : ℤ) + 1)) = -(-1) ^ i := by
    unfold charge
    rw [zpow_neg, zpow_add₀ (by norm_num), zpow_natCast, zpow_one]
    rcases neg_one_pow_eq_or ℝ i with h | h <;> rw [h] <;> norm_num
  have hr : charge (j : ℤ) = (-1) ^ j := by
    unfold charge
    exact zpow_natCast _ _
  have hd : ((-((i : ℤ) + 1) - (j : ℤ) : ℤ) : ℝ) = -((i : ℝ) + j + 1) := by
    push_cast
    ring
  unfold pairCost pairEnergy
  rw [hl, hr, hd, abs_neg, abs_of_pos (by positivity), pow_add]
  ring

/-- All pairs across the cut at distance `d+1` together contribute `(-1)^d`. -/
theorem shell_cost (d : ℕ) :
    ∑ p ∈ Finset.HasAntidiagonal.antidiagonal d, pairCost p.1 p.2 = (-1) ^ d := by
  have h : ∀ p ∈ Finset.HasAntidiagonal.antidiagonal d,
      pairCost p.1 p.2 = (-1) ^ d / ((d : ℝ) + 1) := by
    intro p hp
    rw [pairCost_eq, ← Finset.HasAntidiagonal.mem_antidiagonal.mp hp, Nat.cast_add]
  have hd : (d : ℝ) + 1 ≠ 0 := by positivity
  rw [Finset.sum_congr rfl h, Finset.sum_const, Finset.Nat.card_antidiagonal,
    nsmul_eq_mul, Nat.cast_add, Nat.cast_one]
  field_simp

/-- With a sharp cutoff at distance `R` the cleavage work is `(1 - (-1)^R) / 2`. -/
theorem cutoffWork_eq (R : ℕ) : cutoffWork R = (1 - (-1) ^ R) / 2 := by
  induction R with
  | zero => simp [cutoffWork, pairsWithin]
  | succ R ih =>
    -- raising the cutoff by one adds one shell of pairs
    have hU : pairsWithin (R + 1) = pairsWithin R ∪ Finset.antidiagonal R := by
      ext p
      simp only [pairsWithin, Finset.mem_union, Finset.mem_filter, Finset.mem_product,
        Finset.mem_range, Finset.mem_antidiagonal]
      omega
    have hD : Disjoint (pairsWithin R) (Finset.antidiagonal R) := by
      refine Finset.disjoint_left.mpr fun p h1 h2 => ?_
      simp only [pairsWithin, Finset.mem_filter] at h1
      rw [Finset.mem_antidiagonal] at h2
      omega
    unfold cutoffWork at ih ⊢
    rw [hU, Finset.sum_union hD, ih, shell_cost, pow_succ]
    ring

end

end CutoffWorkEq
```

The error:

```
Main.lean:64:72: error: Application type mismatch: The argument
  R
has type
  ℕ
of sort `Type` but is expected to have type
  Set.IsPWO ?m.45
of sort `Prop` in the application
  Finset.antidiagonal R
Main.lean:68:6: error: omega could not prove the goal:
a possible counterexample may satisfy the constraints
  a ≥ 0
  a ≥ 0
where
 a := ↑p.1
Main.lean:69:60: error: Application type mismatch: The argument
  R
has type
  ℕ
of sort `Type` but is expected to have type
  Set.IsPWO ?m.71
of sort `Prop` in the application
  Finset.antidiagonal R
Main.lean:67:26: warning: This simp argument is unused:
  Finset.mem_antidiagonal

Hint: Omit it from the simp argument list.
  [apply] simp only [pairsWithin, Finset.mem_union, Finset.mem_filter, Finset.mem_product, Finset.mem_range]

Note: This linter can be disabled with `set_option linter.unusedSimpArgs false`
```

What went wrong. The two type mismatches have one cause. The new shell consists of the pairs of natural numbers with sum `R`, but the name `Finset.antidiagonal` here belongs to a different function, whose first explicit argument is a proof of `Set.IsPWO`, that a set is partially well-ordered. The number `R` is no such proof. The intended function is `Finset.HasAntidiagonal.antidiagonal`, which `shell_cost` already uses, and writing it in `hU` and `hD` makes both statements well typed.

The `omega` error follows from the first mismatch. As the shell in `hU` was not a valid term, `simp only` could not turn membership in it into an equation, hence the warning that `Finset.mem_antidiagonal` is unused, and `omega` lacked the fact it needed. With the right function and its own lemma `Finset.HasAntidiagonal.mem_antidiagonal`, membership becomes `p.1 + p.2 = R`, and `omega` can finish. The `rw` in `hD` needs the same lemma for the same reason. The line break in `hU` is mere layout.

This version goes through:

```diff
@@ -62,13 +62,14 @@
   | succ R ih =>
     -- raising the cutoff by one adds one shell of pairs
-    have hU : pairsWithin (R + 1) = pairsWithin R ∪ Finset.antidiagonal R := by
+    have hU : pairsWithin (R + 1) =
+        pairsWithin R ∪ Finset.HasAntidiagonal.antidiagonal R := by
       ext p
       simp only [pairsWithin, Finset.mem_union, Finset.mem_filter, Finset.mem_product,
-        Finset.mem_range, Finset.mem_antidiagonal]
+        Finset.mem_range, Finset.HasAntidiagonal.mem_antidiagonal]
       omega
-    have hD : Disjoint (pairsWithin R) (Finset.antidiagonal R) := by
+    have hD : Disjoint (pairsWithin R) (Finset.HasAntidiagonal.antidiagonal R) := by
       refine Finset.disjoint_left.mpr fun p h1 h2 => ?_
       simp only [pairsWithin, Finset.mem_filter] at h1
-      rw [Finset.mem_antidiagonal] at h2
+      rw [Finset.HasAntidiagonal.mem_antidiagonal] at h2
       omega
     unfold cutoffWork at ih ⊢
```
